# One orthogonal matrix links the strong-field and weak-field ³T₁ matrices of octahedral d⁸

## The free ion fixes the basis change

Switch off the ligand field in an octahedral $d^8$ ion. In the strong-field basis $(t_2^5e^3,\ t_2^4e^4)$, and with energies measured from the ³A₂ state, electron repulsion gives the ³T₁ matrix

$$B\begin{pmatrix}12&6\\6&3\end{pmatrix},$$

where $B$ is the Racah parameter. Its normalised eigenvectors are $(-1,2)/\sqrt5$, with energy $0$, and $(2,1)/\sqrt5$, with energy $15B$. These are the ³F and ³P states of the free ion, and their components do not contain $B$.

Now switch the field on. It adds $\mathrm{diag}(10D,20D)$, where $D$ is the parameter usually written $Dq$, so that $10D$ is the splitting between the $t_2$ and $e$ orbitals. In the basis of the two eigenvectors this term becomes

$$\frac15\begin{pmatrix}-1&2\\2&1\end{pmatrix}\begin{pmatrix}10D&0\\0&20D\end{pmatrix}\begin{pmatrix}-1&2\\2&1\end{pmatrix}=\begin{pmatrix}18D&4D\\4D&12D\end{pmatrix}.$$

The same basis change therefore serves at every field strength, although for $D\neq0$ the element $4D$ mixes the two free-ion states and they are no longer eigenvectors.

## The model and its levels in Lean

All energies are measured from the ³A₂ state. The two Hamiltonians are

$$S=\begin{pmatrix}10D+12B&6B\\6B&20D+3B\end{pmatrix},\qquad W=\begin{pmatrix}18D&4D\\4D&12D+15B\end{pmatrix},$$

called `strongField B D` and `weakField B D`. The basis change $R=\frac1{\sqrt5}\begin{pmatrix}-1&2\\2&1\end{pmatrix}$ is `recoupling`. It takes no arguments, which is how the file expresses its independence of $B$ and $D$. Its columns are the ³F and ³P states in the strong-field basis, with phases chosen to make the off-diagonal element $+4D$.

`IsLevel M x` says that $Mv=xv$ for some nonzero real vector $v$. The ³T₂ energy `nu1 D` is defined as $10D$. The theorems state the following.

- For all real $B$ and $D$, $RR^{\mathsf T}=1$ and $R^{\mathsf T}SR=W$.
- The levels of $S$ are exactly `lowerRoot B D` and `upperRoot B D`, which are $x_\mp=\tfrac12\bigl(30D+15B\mp\sqrt{(15B-10D)^2+120BD}\bigr)$.
- Two distinct levels $\nu_2,\nu_3$ of $S$ satisfy $\nu_2+\nu_3-3\nu_1=15B$.
- If $B,D>0$, then $10D<x_-<18D<x_+$. For fixed $D>0$, the lower root takes every value strictly between $10D$ and $18D$ as $B$ runs over the positive numbers, and no others.
- If $D\neq0$, then $\nu_1$ and either one of the ³T₁ levels determine $B$.

The matrix elements and the ³T₂ energy are inputs, not derived from the eight-electron problem. Spin–orbit coupling, vibrations and distortions from octahedral symmetry are absent, and a single $B$ describes the repulsion in all configurations. Within this two-parameter model, the sum rule gives $B$ from the three triplet energies $\nu_1,\nu_2,\nu_3$. Comparing that value with the $B$ obtained from $\nu_1$ and one ³T₁ level gives a consistency check on energies taken from a spectrum or an electronic-structure calculation.

## Secular equation, roots and sum rule

Expanding the determinant of $S-x$ gives

$$(x-10D)(x-20D)-12B(x-20D)-3B(x-10D)+36B^2-36B^2.$$

The terms in $B^2$ cancel, and the terms linear in $B$ combine to $-15B(x-18D)$. The levels therefore solve

$$(x-10D)(x-20D)=15B(x-18D).$$

In standard form this is $x^2-(30D+15B)x+200D^2+270BD=0$, with discriminant

$$225B^2-180BD+100D^2=(15B-10D)^2+120BD=(15B-6D)^2+64D^2.$$

The last form is never negative, so the quadratic formula gives the real roots $x_\mp$. They coincide only when $B=D=0$.

For the sum rule, subtract the secular equations of two levels $\nu_2\ne\nu_3$:

$$(\nu_2-\nu_3)(\nu_2+\nu_3-30D)=15B(\nu_2-\nu_3).$$

Dividing by $\nu_2-\nu_3$ and using $30D=3\nu_1$ gives the result.

## The window between 10D and 18D

Let $p(x)=(x-10D)(x-20D)-15B(x-18D)=(x-x_-)(x-x_+)$. Then

$$p(10D)=120BD,\qquad p(18D)=-16D^2.$$

For $B,D>0$ the second value is negative, so $18D$ lies strictly between the roots. The first is positive, so $10D$ lies outside the interval that they bound. Since $10D<18D<x_+$, it must lie below $x_-$.

Every energy in the window is reached. Given $10D<x<18D$, solve the secular equation for $B$:

$$B=\frac{(x-10D)(20D-x)}{15(18D-x)}>0.$$

With this $B$, $x$ is a root. It cannot be the upper one, which lies above $18D$, so it is the lower one.

The same rearrangement extracts $B$ from one ³T₁ level $\nu$ when $D\ne0$:

$$B=\frac{(\nu-\nu_1)(\nu-2\nu_1)}{15\nu-27\nu_1}.$$

The denominator equals $15(\nu-18D)$. If it vanished, the secular equation at $\nu=18D$ would read $-16D^2=0$, contrary to $D\neq0$.

## The Lean file

```lean
import Mathlib

open Matrix

namespace NickelTripletLevels

noncomputable section

/-- The octahedral d8 3T1 Hamiltonian in the strong-field basis (t2⁵e³, t2⁴e⁴),
with energies measured from 3A2. -/
def strongField (B D : ℝ) : Matrix (Fin 2) (Fin 2) ℝ :=
  !![10 * D + 12 * B, 6 * B; 6 * B, 20 * D + 3 * B]

/-- The octahedral d8 3T1 Hamiltonian in the weak-field basis (3F, 3P),
with energies measured from 3A2. -/
def weakField (B D : ℝ) : Matrix (Fin 2) (Fin 2) ℝ :=
  !![18 * D, 4 * D; 4 * D, 12 * D + 15 * B]

/-- The matrix that changes between the strong-field and weak-field bases. -/
def recoupling : Matrix (Fin 2) (Fin 2) ℝ :=
  (√5)⁻¹ • !![-1, 2; 2, 1]

/-- A real number `x` is a level of the Hamiltonian `M` if some nonzero state
satisfies the eigenvalue equation with energy `x`. -/
def IsLevel (M : Matrix (Fin 2) (Fin 2) ℝ) (x : ℝ) : Prop :=
  ∃ v : Fin 2 → ℝ, v ≠ 0 ∧ M *ᵥ v = x • v

/-- The energy of 3T2 above 3A2. -/
def nu1 (D : ℝ) : ℝ := 10 * D

/-- The root of the 3T1 secular equation with the minus sign. -/
def lowerRoot (B D : ℝ) : ℝ :=
  (30 * D + 15 * B - √((15 * B - 10 * D) ^ 2 + 120 * B * D)) / 2

/-- The root of the 3T1 secular equation with the plus sign. -/
def upperRoot (B D : ℝ) : ℝ :=
  (30 * D + 15 * B + √((15 * B - 10 * D) ^ 2 + 120 * B * D)) / 2

/-- The change of basis is orthogonal. -/
theorem recoupling_orthogonal : recoupling * recouplingᵀ = 1 := by
  have h : (√5)⁻¹ * (√5)⁻¹ = (1 / 5 : ℝ) := by
    rw [← mul_inv, Real.mul_self_sqrt (by norm_num)]
    norm_num
  have hT : recouplingᵀ = recoupling := by
    ext i j
    fin_cases i <;> fin_cases j <;> simp [recoupling]
  rw [hT]
  simp only [recoupling, Matrix.smul_mul, Matrix.mul_smul, smul_smul, h]
  ext i j
  fin_cases i <;> fin_cases j <;>
    norm_num [Matrix.mul_apply, Fin.sum_univ_two]

/-- The same change of basis carries the strong-field matrix to the weak-field
matrix for all values of B and D. -/
theorem strongField_to_weakField (B D : ℝ) :
    recouplingᵀ * strongField B D * recoupling = weakField B D := by
  have h : (√5)⁻¹ * (√5)⁻¹ = (1 / 5 : ℝ) := by
    rw [← mul_inv, Real.mul_self_sqrt (by norm_num)]
    norm_num
  have hT : recouplingᵀ = recoupling := by
    ext i j
    fin_cases i <;> fin_cases j <;> simp [recoupling]
  rw [hT]
  simp only [recoupling, Matrix.smul_mul, Matrix.mul_smul, smul_smul, h]
  ext i j
  fin_cases i <;> fin_cases j <;>
    simp [strongField, weakField] <;> ring

/-- An energy is a 3T1 level exactly when it solves the secular equation. -/
theorem isLevel_iff_secular (B D x : ℝ) :
    IsLevel (strongField B D) x ↔
      (x - 10 * D) * (x - 20 * D) = 15 * B * (x - 18 * D) := by
  have h : ∀ v : Fin 2 → ℝ,
      (strongField B D - x • (1 : Matrix (Fin 2) (Fin 2) ℝ)) *ᵥ v = 0 ↔
        strongField B D *ᵥ v = x • v := by
    intro v
    rw [Matrix.sub_mulVec, Matrix.smul_mulVec, Matrix.one_mulVec, sub_eq_zero]
  -- A nonzero eigenvector exists exactly when the determinant vanishes.
  have hdet := Matrix.exists_mulVec_eq_zero_iff
    (M := strongField B D - x • (1 : Matrix (Fin 2) (Fin 2) ℝ))
  simp only [h] at hdet
  have hd : (strongField B D - x • (1 : Matrix (Fin 2) (Fin 2) ℝ)).det =
      (x - 10 * D) * (x - 20 * D) - 15 * B * (x - 18 * D) := by
    simp [strongField, Matrix.det_fin_two]
    ring
  unfold IsLevel
  rw [hdet, hd, sub_eq_zero]

/-- The secular polynomial factors through the two roots. -/
theorem secular_factor (B D x : ℝ) :
    (x - 10 * D) * (x - 20 * D) - 15 * B * (x - 18 * D) =
      (x - lowerRoot B D) * (x - upperRoot B D) := by
  -- The discriminant is a sum of two squares.
  have hs := Real.mul_self_sqrt
    (show 0 ≤ (15 * B - 10 * D) ^ 2 + 120 * B * D by
      nlinarith [sq_nonneg (15 * B - 6 * D), sq_nonneg D])
  unfold lowerRoot upperRoot
  linear_combination (1 / 4) * hs

/-- The 3T1 levels are exactly the two roots. -/
theorem isLevel_iff_root (B D x : ℝ) :
    IsLevel (strongField B D) x ↔ x = lowerRoot B D ∨ x = upperRoot B D := by
  have hf := secular_factor B D x
  rw [isLevel_iff_secular]
  constructor
  · intro h
    have h0 : (x - lowerRoot B D) * (x - upperRoot B D) = 0 := by linarith
    rcases mul_eq_zero.mp h0 with h1 | h1
    · left; linarith
    · right; linarith
  · intro h
    have h0 : (x - lowerRoot B D) * (x - upperRoot B D) = 0 := by
      rcases h with h | h <;> rw [h] <;> ring
    linarith

/-- Two distinct 3T1 levels ν2 and ν3 satisfy ν2 + ν3 − 3ν1 = 15B. -/
theorem band_sum_rule {B D ν2 ν3 : ℝ} (h2 : IsLevel (strongField B D) ν2)
    (h3 : IsLevel (strongField B D) ν3) (hne : ν2 ≠ ν3) :
    ν2 + ν3 - 3 * nu1 D = 15 * B := by
  rw [isLevel_iff_secular] at h2 h3
  apply mul_left_cancel₀ (sub_ne_zero.mpr hne)
  unfold nu1
  linear_combination h2 - h3

/-- For positive B and D the lower 3T1 root lies strictly between 10D and 18D,
and the upper root lies above 18D. -/
theorem root_bounds {B D : ℝ} (hB : 0 < B) (hD : 0 < D) :
    10 * D < lowerRoot B D ∧ lowerRoot B D < 18 * D ∧ 18 * D < upperRoot B D := by
  have hle : lowerRoot B D ≤ upperRoot B D := by
    unfold lowerRoot upperRoot
    linarith [Real.sqrt_nonneg ((15 * B - 10 * D) ^ 2 + 120 * B * D)]
  have hBD := mul_pos hB hD
  have hDD := mul_pos hD hD
  -- The secular polynomial is positive at 10D and negative at 18D.
  have h10 : 0 < (10 * D - lowerRoot B D) * (10 * D - upperRoot B D) := by
    rw [← secular_factor]
    nlinarith
  have h18 : (18 * D - lowerRoot B D) * (18 * D - upperRoot B D) < 0 := by
    rw [← secular_factor]
    nlinarith
  have hlo : lowerRoot B D < 18 * D := by
    by_contra h
    have h1 : 0 ≤ lowerRoot B D - 18 * D := by linarith
    have h2 : 0 ≤ upperRoot B D - 18 * D := by linarith
    nlinarith [mul_nonneg h1 h2]
  have hup : 18 * D < upperRoot B D := by
    by_contra h
    have h1 : 0 ≤ 18 * D - lowerRoot B D := by linarith
    have h2 : 0 ≤ 18 * D - upperRoot B D := by linarith
    nlinarith [mul_nonneg h1 h2]
  refine ⟨?_, hlo, hup⟩
  by_contra h
  have h1 : 0 ≤ 10 * D - lowerRoot B D := by linarith
  have h2 : 0 ≤ upperRoot B D - 10 * D := by linarith
  nlinarith [mul_nonneg h1 h2]

/-- For nonzero D, the value of B follows from ν1 and a single 3T1 level ν,
by a formula whose denominator is nonzero. -/
theorem racah_from_one_band {B D ν : ℝ} (hD : D ≠ 0)
    (hν : IsLevel (strongField B D) ν) :
    15 * ν - 27 * nu1 D ≠ 0 ∧
      B = (ν - nu1 D) * (ν - 2 * nu1 D) / (15 * ν - 27 * nu1 D) := by
  rw [isLevel_iff_secular] at hν
  have hden : 15 * ν - 27 * nu1 D ≠ 0 := by
    intro h0
    unfold nu1 at h0
    have hx : ν = 18 * D := by linarith
    rw [hx] at hν
    have hsq : D ^ 2 = 0 := by linear_combination (-1 / 16) * hν
    exact hD (pow_eq_zero_iff two_ne_zero |>.mp hsq)
  refine ⟨hden, ?_⟩
  rw [eq_div_iff hden]
  unfold nu1
  linear_combination -hν

/-- For fixed positive D, the energies reached by the lower 3T1 root as B runs
over the positive numbers are exactly those strictly between 10D and 18D. -/
theorem lowerRoot_range {D : ℝ} (hD : 0 < D) (x : ℝ) :
    (∃ B : ℝ, 0 < B ∧ lowerRoot B D = x) ↔ 10 * D < x ∧ x < 18 * D := by
  constructor
  · rintro ⟨B, hB, rfl⟩
    exact ⟨(root_bounds hB hD).1, (root_bounds hB hD).2.1⟩
  · rintro ⟨h1, h2⟩
    have hd : 0 < 15 * (18 * D - x) := by linarith
    -- Solve the secular equation for B.
    obtain ⟨B, hB, he⟩ : ∃ B : ℝ, 0 < B ∧
        B * (15 * (18 * D - x)) = (x - 10 * D) * (20 * D - x) :=
      ⟨(x - 10 * D) * (20 * D - x) / (15 * (18 * D - x)),
        div_pos (mul_pos (by linarith) (by linarith)) hd,
        div_mul_cancel₀ _ hd.ne'⟩
    have hl : IsLevel (strongField B D) x := by
      rw [isLevel_iff_secular]
      linear_combination he
    refine ⟨B, hB, ?_⟩
    rcases (isLevel_iff_root B D x).mp hl with h | h
    · exact h.symm
    · linarith [(root_bounds hB hD).2.2]

end

end NickelTripletLevels
```

```lean
#print axioms NickelTripletLevels.strongField_to_weakField
-- 'NickelTripletLevels.strongField_to_weakField' depends on axioms: [propext, Classical.choice, Quot.sound]
#print axioms NickelTripletLevels.band_sum_rule
-- 'NickelTripletLevels.band_sum_rule' depends on axioms: [propext, Classical.choice, Quot.sound]
#print axioms NickelTripletLevels.racah_from_one_band
-- 'NickelTripletLevels.racah_from_one_band' depends on axioms: [propext, Classical.choice, Quot.sound]
#print axioms NickelTripletLevels.lowerRoot_range
-- 'NickelTripletLevels.lowerRoot_range' depends on axioms: [propext, Classical.choice, Quot.sound]
```

## The matrix identities and the determinant

`recoupling_orthogonal` and `strongField_to_weakField` first establish $(1/\sqrt5)^2=1/5$ and $R^{\mathsf T}=R$. With the square root gone, `fin_cases` splits each matrix equation into its four entries, which are checked by arithmetic in the first theorem and by `ring` in the second.

`isLevel_iff_secular` rewrites $Sv=xv$ as $(S-x)v=0$. Mathlib's `Matrix.exists_mulVec_eq_zero_iff` says that a nonzero solution exists exactly when the determinant vanishes, and `ring` confirms the expansion done by hand above. The level theorems are stated for $S$; the orthogonal change of basis carries their content to $W$, because similar matrices have the same eigenvalues.

## From the factorisation to the bounds

`secular_factor` proves $p(x)=(x-x_-)(x-x_+)$. Squaring the square root requires a nonnegative discriminant, and `nlinarith` obtains this from the squares of $15B-6D$ and $D$. The product of the roots contains the squared square root with a factor $1/4$, hence the coefficient in `linear_combination (1 / 4) * hs`. `isLevel_iff_root` then uses the fact that a product vanishes only if one of its factors does.

In `band_sum_rule`, `linear_combination h2 - h3` is the subtraction of the two secular equations, and `mul_left_cancel₀` is the division by $\nu_2-\nu_3$. The hypothesis `hne` makes that division legitimate.

`root_bounds` evaluates the factored polynomial at $10D$ and $18D$; these are `h10` and `h18`. Each inequality is then proved by contradiction. If $x_-\ge18D$, for example, both roots would be at least $18D$ and $p(18D)$ could not be negative. The final case uses the bound on the upper root already obtained, as in the argument by hand.

`racah_from_one_band` first excludes $\nu=18D$, then clears the denominator with `eq_div_iff` and recovers the secular equation. `lowerRoot_range` takes one direction from `root_bounds`. For the other, it constructs the positive $B$ displayed above, shows that $x$ is a level, and rules out the upper root by its bound.
